# ONIOM forces with fixed-ratio link atoms sum to zero for differentiable, translation-invariant energies

Leave the force on the link atom out of an ONIOM gradient, and the remaining forces generally no longer cancel: an isolated molecule pushes itself along. Put that force entirely on the inner atom, and the sum is right, but the forces are in general no longer minus the gradient of the energy. The chain rule gives the correct division. The forces then sum to zero if the low-level energy and the high-minus-low model energy are translation invariant and differentiable at the current geometry.

## Geometry, energy and force

In Lean 4 with Mathlib:

```lean
import Mathlib

open scoped InnerProductSpace

namespace OniomLinkAtom

noncomputable section
```

This loads the mathematics library Mathlib and the notation `⟪x, y⟫_ℝ` for the dot product x·y.

```lean
/-- Positions and forces live in Euclidean 3-space. -/
abbrev Pos := EuclideanSpace ℝ (Fin 3)
```

`Pos` is a vector in Euclidean 3-space, used for positions, displacements and forces.

```lean
variable {ι κ : Type*}

/-- The model geometry: centre `k` sits at `(1 - g k) R (a k) + g k R (b k)`, on the line through
its inner atom `a k` and its outer atom `b k`. An ordinary model atom has `g k = 0`. -/
def modelGeom (a b : κ → ι) (g : κ → ℝ) : (ι → Pos) →L[ℝ] (κ → Pos) :=
  ContinuousLinearMap.pi fun k =>
    (1 - g k) • ContinuousLinearMap.proj (a k) + g k • ContinuousLinearMap.proj (b k)
```

The type `ι` labels the real atoms and `κ` the model centres. Centre k has an inner atom a(k), an outer atom b(k) and a fixed number g_k. For a link atom, which caps a cut bond, g_k is its distance from the inner atom divided by the length of that bond. The arrow `→L[ℝ]` says that the model geometry X is a continuous linear function of the real geometry R.

```lean
/-- The position of a model centre, written out. -/
theorem modelGeom_apply (a b : κ → ι) (g : κ → ℝ) (R : ι → Pos) (k : κ) :
    modelGeom a b g R k = (1 - g k) • R (a k) + g k • R (b k) := rfl
```

In ordinary notation:

X_k = (1 − g_k) R_a(k) + g_k R_b(k)

```lean
/-- The ONIOM energy: low level on the real system plus the high-minus-low difference `D` on the
model system. -/
def oniomEnergy (Elow : (ι → Pos) → ℝ) (D : (κ → Pos) → ℝ) (a b : κ → ι) (g : κ → ℝ)
    (R : ι → Pos) : ℝ :=
  Elow R + D (modelGeom a b g R)
```

The energy is E(R) = Elow(R) + D(X(R)), where D is the high-minus-low difference. Here the centres are meant to be the model atoms and link atoms alone. D then depends on the outer atoms only through the link positions, so embedding in the outer region's point charges is left out. A g that varies with bond length is left out too.

```lean
/-- The energy does not change when all atoms are shifted by the same vector. -/
def TranslationInvariant (E : (ι → Pos) → ℝ) : Prop :=
  ∀ (R : ι → Pos) (c : Pos), E (fun i => R i + c) = E R
```

Shifting every atom by the same c leaves the energy unchanged. The exact energy of an isolated molecule has this symmetry. An external potential that varies in space, or an integration grid fixed in space, generally breaks it.

```lean
/-- The force on atom `i`: minus the gradient of the energy with respect to a displacement of
that atom alone. -/
def force [DecidableEq ι] (E : (ι → Pos) → ℝ) (R : ι → Pos) (i : ι) : Pos :=
  -gradient (fun x : Pos => E (R + Pi.single i x)) 0
```

`Pi.single i x` displaces atom i by x and leaves the others in place. The force F_i is minus the gradient with respect to x, at x = 0.

```lean
/-- The share of the force on model centre `k` that is passed to real atom `i`: `1 - g k` for the
inner atom, `g k` for the outer atom, added if the two coincide, and zero for all others. -/
def linkShare [DecidableEq ι] (a b : κ → ι) (g : κ → ℝ) (k : κ) (i : ι) : ℝ :=
  (if a k = i then 1 - g k else 0) + (if b k = i then g k else 0)
```

Call this weight w_ki. It is the fraction of atom i's displacement that centre k follows.

## Sharing the link force

```lean
variable [Fintype ι] [DecidableEq ι] [Fintype κ] [DecidableEq κ]

omit [Fintype κ] [DecidableEq κ] in
/-- Where the energy is differentiable, the force on atom `i` along `v` is minus the directional
derivative of the energy when only that atom moves along `v`. -/
theorem inner_force {E : (ι → Pos) → ℝ} {R : ι → Pos} (hE : DifferentiableAt ℝ E R)
    (i : ι) (v : Pos) : ⟪force E R i, v⟫_ℝ = -fderiv ℝ E R (Pi.single i v) := by
  have h1 : HasFDerivAt (fun x : Pos => R + Pi.single i x)
      (ContinuousLinearMap.single ℝ (fun _ : ι => Pos) i) 0 :=
    (ContinuousLinearMap.single ℝ (fun _ : ι => Pos) i).hasFDerivAt.const_add R
  have h2 : HasFDerivAt E (fderiv ℝ E R) (R + Pi.single i (0 : Pos)) := by
    simpa using hE.hasFDerivAt
  have h3 : HasFDerivAt (fun x : Pos => E (R + Pi.single i x))
      ((fderiv ℝ E R).comp (ContinuousLinearMap.single ℝ (fun _ : ι => Pos) i)) 0 :=
    HasFDerivAt.comp (0 : Pos) h2 h1
  unfold force gradient
  rw [inner_neg_left, InnerProductSpace.toDual_symm_apply, h3.fderiv]
  rfl
```

From here on there are finitely many atoms and centres. Write dE[u] for the first-order change of E under displacements u. If only atom i moves, by v, then

F_i·v = −dE[v on atom i]

The proof differentiates the displacement (`h1`) and the energy (`h2`), combines them by the chain rule (`h3`), and uses the definition of the gradient.

```lean
omit [Fintype κ] [DecidableEq κ] in
/-- Where the energy is differentiable, its first-order change under displacements `u` is minus
the sum of force times displacement over all atoms. -/
theorem fderiv_eq_neg_work {E : (ι → Pos) → ℝ} {R : ι → Pos} (hE : DifferentiableAt ℝ E R)
    (u : ι → Pos) : fderiv ℝ E R u = -∑ i, ⟪force E R i, u i⟫_ℝ := by
  conv_lhs => rw [← Finset.univ_sum_single u]
  rw [map_sum]
  simp only [inner_force hE, Finset.sum_neg_distrib, neg_neg]
```

Any u is a sum of single-atom displacements, and dE is linear, so

dE[u] = −Σ_i F_i·u_i

```lean
/-- Sharing rule: if the low-level energy and the model difference are differentiable at the
current geometries, the ONIOM force on an atom is its low-level force plus its share of the
force on each model centre. -/
theorem force_oniom {Elow : (ι → Pos) → ℝ} {D : (κ → Pos) → ℝ} (a b : κ → ι) (g : κ → ℝ)
    {R : ι → Pos} (hE : DifferentiableAt ℝ Elow R)
    (hD : DifferentiableAt ℝ D (modelGeom a b g R)) (i : ι) :
    force (oniomEnergy Elow D a b g) R i =
      force Elow R i + ∑ k, linkShare a b g k i • force D (modelGeom a b g R) k := by
  -- chain rule through the linear map to the model geometry
  have h : HasFDerivAt (oniomEnergy Elow D a b g)
      (fderiv ℝ Elow R + (fderiv ℝ D (modelGeom a b g R)).comp (modelGeom a b g)) R :=
    hE.hasFDerivAt.add (hD.hasFDerivAt.comp R (modelGeom a b g).hasFDerivAt)
  refine ext_inner_right ℝ fun v => ?_
  rw [inner_force h.differentiableAt, h.fderiv, inner_add_left, inner_force hE, sum_inner]
  change -(fderiv ℝ Elow R (Pi.single i v) +
    fderiv ℝ D (modelGeom a b g R) (modelGeom a b g (Pi.single i v))) = _
  rw [fderiv_eq_neg_work hD, neg_add, neg_neg]
  congr 1
  refine Finset.sum_congr rfl fun k _ => ?_
  -- moving atom `i` by `v` moves centre `k` by its share of `v`
  have hk : modelGeom a b g (Pi.single i v) k = linkShare a b g k i • v := by
    simp only [modelGeom_apply, linkShare, Pi.single_apply, add_smul, ite_smul, zero_smul,
      smul_ite, smul_zero]
  rw [hk, inner_smul_right, real_inner_smul_left]
```

Write F_i(low) for the force on atom i from Elow at R, and F_k(D) for the force on centre k from D at X. Move atom i by v. Centre k moves by w_ki v (`hk`), so the chain rule (`h`) and the work formula give

F_i·v = F_i(low)·v + Σ_k F_k(D)·(w_ki v)

This holds for every v, which is what `ext_inner_right` uses, so

F_i = F_i(low) + Σ_k w_ki F_k(D)

```lean
/-- One cut bond: the model system is atom 0 and a link atom at `(1 - g) R 0 + g R 1`. If the
low-level energy is differentiable at `R` and the model difference `D` at the model geometry, the
link force goes to atom 0 with weight `1 - g` and to atom 1 with weight `g`. -/
theorem force_single_link {Elow D : (Fin 2 → Pos) → ℝ} (g : ℝ) {R : Fin 2 → Pos}
    (hE : DifferentiableAt ℝ Elow R)
    (hD : DifferentiableAt ℝ D ![R 0, (1 - g) • R 0 + g • R 1]) :
    let E := oniomEnergy Elow D (fun _ => (0 : Fin 2)) (fun _ => 1) ![0, g]
    let X : Fin 2 → Pos := ![R 0, (1 - g) • R 0 + g • R 1]
    force E R 0 = force Elow R 0 + (force D X 0 + (1 - g) • force D X 1) ∧
      force E R 1 = force Elow R 1 + g • force D X 1 := by
  intro E X
  have hX : modelGeom (fun _ : Fin 2 => (0 : Fin 2)) (fun _ => 1) ![0, g] R = X := by
    funext k
    fin_cases k <;> simp [modelGeom_apply, X]
  have hD' : DifferentiableAt ℝ D
      (modelGeom (fun _ : Fin 2 => (0 : Fin 2)) (fun _ => 1) ![0, g] R) := by
    rw [hX]
    exact hD
  have h := force_oniom (fun _ : Fin 2 => (0 : Fin 2)) (fun _ => 1) ![0, g] hE hD'
  rw [hX] at h
  refine ⟨(h 0).trans ?_, (h 1).trans ?_⟩
  · simp [linkShare, Fin.sum_univ_two]
  · simp [linkShare, Fin.sum_univ_two]
```

For one cut bond, `![0, g]` makes centre 0 the real atom 0 and centre 1 the link atom. The weights are w_00 = 1, w_10 = 1 − g, w_01 = 0 and w_11 = g, hence

F_0 = F_0(low) + F_0(D) + (1 − g) F_1(D)
F_1 = F_1(low) + g F_1(D)

In the limiting case g = 1 the link atom sits on atom 1, which takes the whole link force.

## Rigid shifts and the net force

```lean
omit [Fintype κ] [DecidableEq κ] in
/-- Along a rigid shift in direction `c`, the energy changes at a rate of minus the net force
along `c`, wherever it is differentiable. -/
theorem hasDerivAt_shift {E : (ι → Pos) → ℝ} (R : ι → Pos) (c : Pos) (t : ℝ)
    (hE : DifferentiableAt ℝ E (fun i => R i + t • c)) :
    HasDerivAt (fun s : ℝ => E (fun i => R i + s • c))
      (-⟪∑ i, force E (fun i => R i + t • c) i, c⟫_ℝ) t := by
  have hc : HasDerivAt (fun s : ℝ => fun i => R i + s • c) (fun _ : ι => c) t :=
    hasDerivAt_pi.2 fun i =>
      (((hasDerivAt_id' t).smul_const c).const_add (R i)).congr_deriv (one_smul ℝ c)
  refine (hE.hasFDerivAt.comp_hasDerivAt t hc).congr_deriv ?_
  rw [fderiv_eq_neg_work hE, sum_inner]
```

Setting every u_i = c in the work formula gives

d/ds E(R + s c) = −(Σ_i F_i)·c

```lean
omit [Fintype κ] [DecidableEq κ] in
/-- The forces of a translation-invariant energy sum to zero wherever it is differentiable. -/
theorem sum_force_eq_zero {E : (ι → Pos) → ℝ} (hinv : TranslationInvariant E) {R : ι → Pos}
    (hE : DifferentiableAt ℝ E R) : ∑ i, force E R i = 0 := by
  refine ext_inner_right ℝ fun c => ?_
  have h := hasDerivAt_shift R c 0 (by simpa using hE)
  have h0 : (fun s : ℝ => E (fun i => R i + s • c)) = fun _ => E R :=
    funext fun s => hinv R (s • c)
  rw [h0] at h
  have h1 := h.unique (hasDerivAt_const (0 : ℝ) (E R))
  simp only [zero_smul, add_zero] at h1
  rw [inner_zero_left]
  exact neg_eq_zero.1 h1
```

For an invariant energy the left side is the derivative of a constant. Thus (Σ_i F_i)·c = 0 for every c, and the net force vanishes.

```lean
omit [Fintype κ] [DecidableEq κ] in
/-- Conversely, an everywhere differentiable energy whose forces sum to zero at every geometry is
translation invariant. -/
theorem translationInvariant_of_sum_force {E : (ι → Pos) → ℝ} (hE : Differentiable ℝ E)
    (h0 : ∀ R, ∑ i, force E R i = 0) : TranslationInvariant E := by
  intro R c
  have h (t : ℝ) : HasDerivAt (fun s : ℝ => E (fun i => R i + s • c)) 0 t :=
    (hasDerivAt_shift R c t (hE _)).congr_deriv (by rw [h0, inner_zero_left, neg_zero])
  have h1 := is_const_of_deriv_eq_zero (fun t => (h t).differentiableAt)
    (fun t => (h t).deriv) 1 0
  simpa using h1
```

Conversely, if the net force is zero at every geometry, the derivative along the shift is zero for all s, so E agrees at s = 0 and s = 1. The proof uses differentiability along the whole shift, not just at one geometry, and the theorem assumes it everywhere, which excludes energies with Coulomb singularities.

```lean
omit [DecidableEq κ] in
/-- The ONIOM forces sum to zero if the low-level energy and the model difference are translation
invariant and differentiable at the current geometries. -/
theorem oniom_forces_sum_zero {Elow : (ι → Pos) → ℝ} {D : (κ → Pos) → ℝ} (a b : κ → ι)
    (g : κ → ℝ) (hEinv : TranslationInvariant Elow) (hDinv : TranslationInvariant D)
    {R : ι → Pos} (hE : DifferentiableAt ℝ Elow R)
    (hD : DifferentiableAt ℝ D (modelGeom a b g R)) :
    ∑ i, force (oniomEnergy Elow D a b g) R i = 0 := by
  refine sum_force_eq_zero (fun S c => ?_)
    (hE.hasFDerivAt.add (hD.hasFDerivAt.comp R (modelGeom a b g).hasFDerivAt)).differentiableAt
  -- the link atoms follow a rigid shift because their weights add up to one
  have hM : modelGeom a b g (fun i => S i + c) = fun k => modelGeom a b g S k + c := by
    funext k
    simp only [modelGeom_apply]
    module
  unfold oniomEnergy
  rw [hM, hEinv, hDinv]
```

Under a rigid shift, each centre moves by

(1 − g_k) c + g_k c = c

This is `hM`. Both energy terms are therefore unchanged, E is translation invariant, and the previous argument gives Σ_i F_i = 0. Differentiability is needed only at the current geometry, so Coulomb singularities elsewhere do no harm.

```lean
omit [DecidableEq κ] in
/-- Total momentum is conserved in ONIOM dynamics: each momentum changes at the rate of the ONIOM
force, and both energies are translation invariant and differentiable along the trajectory. -/
theorem oniom_momentum_conserved {Elow : (ι → Pos) → ℝ} {D : (κ → Pos) → ℝ} (a b : κ → ι)
    (g : κ → ℝ) (hEinv : TranslationInvariant Elow) (hDinv : TranslationInvariant D)
    {R : ℝ → ι → Pos} {p : ι → ℝ → Pos} (hE : ∀ t, DifferentiableAt ℝ Elow (R t))
    (hD : ∀ t, DifferentiableAt ℝ D (modelGeom a b g (R t)))
    (hp : ∀ i t, HasDerivAt (p i) (force (oniomEnergy Elow D a b g) (R t) i) t) (s t : ℝ) :
    ∑ i, p i s = ∑ i, p i t := by
  have h (t : ℝ) : HasDerivAt (fun r => ∑ i, p i r) 0 t :=
    (HasDerivAt.fun_sum fun i _ => hp i t).congr_deriv
      (oniom_forces_sum_zero a b g hEinv hDinv (hE t) (hD t))
  exact is_const_of_deriv_eq_zero (fun t => (h t).differentiableAt) (fun t => (h t).deriv) s t
```

If dp_i/dt = F_i at all times, then

d/dt Σ_i p_i = Σ_i F_i = 0

and total momentum is constant. For molecular dynamics, this covers continuous-time motion under the ONIOM forces alone, with fixed g_k; it says nothing about thermostats or time-step errors.

```lean
/-- The quadratic pair energy `q |R 0 - R 1|²` is differentiable and translation invariant. -/
theorem harmonic_bond_witness (q : ℝ) :
    Differentiable ℝ (fun R : Fin 2 → Pos => q * ‖R 0 - R 1‖ ^ 2) ∧
      TranslationInvariant (fun R : Fin 2 → Pos => q * ‖R 0 - R 1‖ ^ 2) := by
  constructor
  · have h : Differentiable ℝ (fun R : Fin 2 → Pos => R 0 - R 1) := by fun_prop
    exact (h.norm_sq ℝ).const_mul q
  · intro R c
    simp only [add_sub_add_right_eq_sub]

end

end OniomLinkAtom
```

The energy q|R_0 − R_1|² is a polynomial in the coordinates, and a common shift cancels in the difference. It can serve as Elow for two real atoms or as D for two model centres, which shows that the hypotheses can be met. It is not a realistic bond: for q > 0 it is a spring of zero rest length.

```lean
#print axioms OniomLinkAtom.force_single_link
-- 'OniomLinkAtom.force_single_link' depends on axioms: [propext, Classical.choice, Quot.sound]
#print axioms OniomLinkAtom.translationInvariant_of_sum_force
-- 'OniomLinkAtom.translationInvariant_of_sum_force' depends on axioms: [propext, Classical.choice, Quot.sound]
#print axioms OniomLinkAtom.oniom_forces_sum_zero
-- 'OniomLinkAtom.oniom_forces_sum_zero' depends on axioms: [propext, Classical.choice, Quot.sound]
#print axioms OniomLinkAtom.oniom_momentum_conserved
-- 'OniomLinkAtom.oniom_momentum_conserved' depends on axioms: [propext, Classical.choice, Quot.sound]
```
